# Invertible operators $1+B$ with $B$ of rank at most $r$: Krylov spaces of dimension at most $r+1$ and exact GMRES iterates from step $r+1$

Take the plane, $B(a,b)=(0,a)$, $A=1+B$, so $A(a,b)=(a,a+b)$, and $v=(1,0)$. Then $Av=(1,1)$ and $A^2v=(1,2)$: each application of $A$ adds only a vector of the line $\operatorname{range}B$. The three vectors obey $v-2Av+A^2v=0$, that is $A(2v-Av)=v$, so $A^{-1}v=2v-Av=(1,-1)$. The general case uses the same confinement and the same rearrangement of a linear relation.

Such operators occur in scattering on an infinite non-interacting tight-binding lattice with one orbital per site: $(1-G_0U)\psi=\phi$, with $G_0$ the retarded free Green's function at the energy of the incident wave $\phi$, $\psi$ the full scattering state (incident plus scattered wave) and $U$ a potential supported on $r$ sites, has $B=-G_0U$ of rank at most $r$ on the space of all functions on the lattice.

## Setting

$K$ is any field and $V$ any $K$-vector space; operators are elements of `Module.End K V`.

```lean
import Mathlib

open Module Submodule

namespace LowRankKrylov

variable {K V : Type*} [Field K] [AddCommGroup V] [Module K V]
```

The Krylov space of order $m$ is $\mathcal K_m(A,v)=\operatorname{span}(v,Av,\dots,A^{m-1}v)$, with exponents $i=0,\dots,m-1$ indexed by `Fin m`; $\mathcal K_0=\{0\}$.

```lean
/-- The Krylov space `span(v, A v, ..., A^(m-1) v)`. -/
def krylov (A : Module.End K V) (v : V) (m : ℕ) : Submodule K V :=
  span K (Set.range fun i : Fin m => (A ^ (i : ℕ)) v)
```

Its generators belong to it: $A^iv\in\mathcal K_m$ for $i<m$.

```lean
/-- The vector `A^i v` lies in the Krylov space of order `m` when `i < m`. -/
theorem pow_mem_krylov (A : Module.End K V) (v : V) {i m : ℕ} (h : i < m) :
    (A ^ i) v ∈ krylov A v m :=
  subset_span ⟨⟨i, h⟩, rfl⟩
```

## Confinement and dimension

Let $A=1+B$ and $S=\operatorname{span}(v)+\operatorname{range}B$, the sum being `⊔`. The vector $A^0v=v$ lies in $S$. If $w=A^iv\in S$, then $A^{i+1}v=w+Bw\in S$. This induction is `key`, and it gives $\mathcal K_m\subseteq S$ for every $m$.

```lean
/-- Every Krylov space of `1 + B` and `v` lies in `span(v) + range B`. -/
theorem krylov_le_span_sup_range (B : Module.End K V) (v : V) (m : ℕ) :
    krylov (1 + B) v m ≤ span K {v} ⊔ LinearMap.range B := by
  have key : ∀ i : ℕ, ((1 + B) ^ i) v ∈ span K {v} ⊔ LinearMap.range B := by
    intro i
    induction i with
    | zero =>
      rw [pow_zero, Module.End.one_apply]
      exact mem_sup_left (mem_span_singleton_self v)
    | succ i ih =>
      -- (1 + B) w = w + B w adds only a vector of the range of B
      rw [pow_succ', Module.End.mul_apply, LinearMap.add_apply, Module.End.one_apply]
      exact add_mem ih (mem_sup_right (LinearMap.mem_range_self B _))
  refine span_le.mpr ?_
  rintro _ ⟨i, rfl⟩
  exact key i
```

If $\dim\operatorname{range}B\le r$, then
$$\dim\mathcal K_m\le\dim S\le\dim\operatorname{span}(v)+\dim\operatorname{range}B\le 1+r .$$
The first two inequalities are `h3` and `h2`; the third combines `h1` with `hr`. Only the range of $B$ is assumed finite-dimensional, which includes every finite-dimensional $V$. The assumption is stated separately from `hr` because `finrank` returns $0$ on an infinite-dimensional space.

```lean
/-- If `B` has rank at most `r`, every Krylov space of `1 + B` has dimension at most `r + 1`. -/
theorem finrank_krylov_le (B : Module.End K V) [FiniteDimensional K (LinearMap.range B)]
    {r : ℕ} (hr : finrank K (LinearMap.range B) ≤ r) (v : V) (m : ℕ) :
    finrank K (krylov (1 + B) v m) ≤ r + 1 := by
  have h1 : finrank K (span K ({v} : Set V)) ≤ 1 :=
    (finrank_span_le_card ({v} : Set V)).trans (by simp)
  have h2 := Submodule.finrank_add_le_finrank_add_finrank
    (span K ({v} : Set V)) (LinearMap.range B)
  have h3 := Submodule.finrank_mono (krylov_le_span_sup_range B v m)
  omega
```

## From a relation to a solution

Let $A$ be any injective operator, and suppose $\sum_i g_iA^iv=0$ has at most $m+1$ terms, starting at $i=0$, with some $g_i\neq0$. The argument is an induction on the number of terms. With no terms there is no nonzero coefficient. With $n+1\le m+1$ terms, set
$$s=\sum_{i=0}^{n-1}g_{i+1}A^iv,\qquad\text{so that}\qquad g_0v+As=0 .$$
If $g_0\neq0$, then $x=-g_0^{-1}s$ solves $Ax=v$, and $s\in\mathcal K_m$ since its exponents satisfy $i<n\le m$ (`hmem`). If $g_0=0$, then $As=0$, injectivity gives $s=0$ (`hs0`), and this is a nontrivial relation with $n$ terms, to which `ih` applies.

```lean
/-- For injective `A`, a nontrivial linear relation among `v, ..., A^(n-1) v` with `n ≤ m + 1`
gives a solution of `A x = v` in the Krylov space of order `m`. -/
theorem exists_solution_of_relation {A : Module.End K V} (hA : Function.Injective A) (v : V)
    (m n : ℕ) (hn : n ≤ m + 1) (g : Fin n → K) (hg : ∃ i, g i ≠ 0)
    (h : ∑ i, g i • (A ^ (i : ℕ)) v = 0) : ∃ x ∈ krylov A v m, A x = v := by
  induction n with
  | zero =>
    obtain ⟨i, _⟩ := hg
    exact i.elim0
  | succ n ih =>
    obtain ⟨s, hs⟩ : ∃ s : V, s = ∑ i : Fin n, g i.succ • (A ^ (i : ℕ)) v := ⟨_, rfl⟩
    have hAs : A s = ∑ i : Fin n, g i.succ • (A ^ (i.succ : ℕ)) v := by
      rw [hs, map_sum]
      refine Finset.sum_congr rfl fun i _ => ?_
      rw [map_smul, Fin.val_succ, pow_succ', Module.End.mul_apply]
    -- the relation reads g 0 • v + A s = 0
    rw [Fin.sum_univ_succ, ← hAs] at h
    simp only [Fin.val_zero, pow_zero, Module.End.one_apply] at h
    by_cases h0 : g 0 = 0
    · -- cancel one factor A and use the shorter relation s = 0
      rw [h0, zero_smul, zero_add] at h
      have hs0 : s = 0 := hA (by rw [h, map_zero])
      refine ih (by omega) (fun i => g i.succ) ?_ (hs.symm.trans hs0)
      obtain ⟨i, hi⟩ := hg
      rcases Fin.eq_zero_or_eq_succ i with rfl | ⟨j, rfl⟩
      · exact absurd h0 hi
      · exact ⟨j, hi⟩
    · have hmem : s ∈ krylov A v m := by
        rw [hs]
        exact sum_mem fun i _ =>
          smul_mem _ _ (pow_mem_krylov A v (by have := i.isLt; omega))
      refine ⟨-(g 0)⁻¹ • s, smul_mem _ _ hmem, ?_⟩
      rw [map_smul, eq_neg_of_add_eq_zero_right h, smul_neg, neg_smul, neg_neg, smul_smul,
        inv_mul_cancel₀ h0, one_smul]
```

For injective $A$ this yields a criterion: $Ax=v$ is solvable in $\mathcal K_m$ exactly when $\dim\mathcal K_{m+1}\le m$. Given a solution $x\in\mathcal K_m$, we have $v=Ax$ and $A^{i+1}v=A(A^iv)$ for $i<m$, so $\mathcal K_{m+1}\subseteq A\mathcal K_m$ (`hle`) and $\dim\mathcal K_{m+1}\le\dim\mathcal K_m\le m$. Conversely, if $\dim\mathcal K_{m+1}\le m$, the $m+1$ vectors $v,\dots,A^mv$ are dependent (`hdep`), and the preceding lemma applies.

```lean
/-- For injective `A`, the equation `A x = v` has a solution in the Krylov space of order `m`
exactly when the Krylov space of order `m + 1` has dimension at most `m`. -/
theorem exists_solution_iff {A : Module.End K V} (hA : Function.Injective A) (v : V) (m : ℕ) :
    (∃ x ∈ krylov A v m, A x = v) ↔ finrank K (krylov A v (m + 1)) ≤ m := by
  constructor
  · rintro ⟨x, hx, hAx⟩
    have : FiniteDimensional K (krylov A v m) :=
      FiniteDimensional.span_of_finite K (Set.finite_range _)
    -- all of v, A v, ..., A^m v are images under A of the smaller space
    have hle : krylov A v (m + 1) ≤ (krylov A v m).map A := by
      refine span_le.mpr ?_
      rintro _ ⟨⟨i, hi⟩, rfl⟩
      cases i with
      | zero => exact ⟨x, hx, by simpa using hAx⟩
      | succ i =>
        refine ⟨(A ^ i) v, pow_mem_krylov A v (by omega), ?_⟩
        simp only [pow_succ', Module.End.mul_apply]
    have h1 := Submodule.finrank_mono hle
    have h2 := Submodule.finrank_map_le A (krylov A v m)
    have h3 : finrank K (krylov A v m) ≤ m := by
      have := finrank_range_le_card (R := K) fun i : Fin m => (A ^ (i : ℕ)) v
      rw [Fintype.card_fin] at this
      exact this
    omega
  · intro h
    have hdep : ¬ LinearIndependent K fun i : Fin (m + 1) => (A ^ (i : ℕ)) v := by
      intro hli
      have h1 : finrank K (krylov A v (m + 1)) = Fintype.card (Fin (m + 1)) :=
        finrank_span_eq_card hli
      rw [Fintype.card_fin] at h1
      omega
    obtain ⟨g, hsum, hg⟩ := Fintype.not_linearIndependent_iff.mp hdep
    exact exists_solution_of_relation hA v m (m + 1) le_rfl g hg hsum
```

## The main theorem

For injective $1+B$ and $m\ge r+1$, the dimension bound gives $\dim\mathcal K_{m+1}\le r+1\le m$, so $(1+B)x=v$ has a solution in $\mathcal K_m$.

```lean
/-- If `1 + B` is injective and `B` has rank at most `r`, then `(1 + B) x = v` has a solution
in every Krylov space of order `m ≥ r + 1`. -/
theorem exists_solution_low_rank (B : Module.End K V)
    [FiniteDimensional K (LinearMap.range B)] {r m : ℕ}
    (hr : finrank K (LinearMap.range B) ≤ r) (hA : Function.Injective (1 + B : Module.End K V))
    (hm : r + 1 ≤ m) (v : V) : ∃ x ∈ krylov (1 + B) v m, (1 + B) x = v :=
  (exists_solution_iff hA v m).mpr ((finrank_krylov_le B hr v (m + 1)).trans hm)
```

In `low_rank_krylov` the invertible operator is a linear equivalence `A : V ≃ₗ[K] V`, its inverse is `A.symm`, and `hAB` says $A=1+B$. Invertibility is assumed, not derived from a property of $B$. The theorem states, for every $v$, that $\dim\mathcal K_m\le r+1$ for all $m$, and that $A^{-1}v\in\mathcal K_{r+1}=\operatorname{span}(v,\dots,A^rv)$. The proof takes $m=r+1$ above and identifies the solution $x$ with $A^{-1}v$ (`hsol`).

```lean
/-- Let `A = 1 + B` be invertible with `B` of rank at most `r`. Every Krylov space of `A` and `v`
has dimension at most `r + 1`, and `A⁻¹ v` lies in `span(v, A v, ..., A^r v)`. -/
theorem low_rank_krylov (A : V ≃ₗ[K] V) (B : Module.End K V)
    [FiniteDimensional K (LinearMap.range B)] {r : ℕ} (hAB : A.toLinearMap = 1 + B)
    (hr : finrank K (LinearMap.range B) ≤ r) (v : V) :
    (∀ m, finrank K (krylov A.toLinearMap v m) ≤ r + 1) ∧
      A.symm v ∈ krylov A.toLinearMap v (r + 1) := by
  have hinj : Function.Injective (1 + B : Module.End K V) := by
    rw [← hAB]
    exact A.injective
  refine ⟨fun m => by rw [hAB]; exact finrank_krylov_le B hr v m, ?_⟩
  obtain ⟨x, hx, hAx⟩ := exists_solution_low_rank B hr hinj le_rfl v
  rw [← hAB] at hx hAx
  have hsol : A.symm v = x := A.symm_apply_eq.mpr hAx.symm
  rw [hsol]
  exact hx
```

## Minimal-residual iterates

Let $W$ be a $K$-vector space with a norm, $b$ a right-hand side, $x_0$ a starting vector and $\rho_0=b-Ax_0$ the initial residual. A vector $x$ is a GMRES iterate of step $m$ if $x-x_0\in\mathcal K_m(A,\rho_0)$ and $\|b-Ax\|\le\|b-Ay\|$ for all $y$ in the same search space. The definition fixes the minimisation property and says nothing about an algorithm that computes $x$. The norm need not come from an inner product or be compatible with scalar multiplication.

```lean
/-- `x` is a GMRES iterate of step `m` for `A x = b` with start `x₀`: it minimises the residual
norm over `x₀` plus the Krylov space of order `m` of the initial residual. -/
def IsGMRESIterate {W : Type*} [NormedAddCommGroup W] [Module K W] (A : Module.End K W)
    (b x₀ : W) (m : ℕ) (x : W) : Prop :=
  x - x₀ ∈ krylov A (b - A x₀) m ∧
    ∀ y, y - x₀ ∈ krylov A (b - A x₀) m → ‖b - A x‖ ≤ ‖b - A y‖
```

For injective $A=1+B$ and $m\ge r+1$, choose $z\in\mathcal K_m(A,\rho_0)$ with $Az=\rho_0$; then $A(x_0+z)=b$. A minimiser $x$ satisfies $\|b-Ax\|\le\|b-A(x_0+z)\|=0$, so $Ax=b$. Conversely, $Ax=b$ forces $x=x_0+z$ by injectivity (`hxz`), which lies in the search space and has residual zero. Hence iterates of step $m\ge r+1$ and solutions coincide. Steps $m\le r$ and residual decay rates are not addressed.

```lean
/-- If `1 + B` is injective and `B` has rank at most `r`, then for every step `m ≥ r + 1` a vector
is a GMRES iterate exactly when it solves `(1 + B) x = b`. -/
theorem gmres_exact {W : Type*} [NormedAddCommGroup W] [Module K W] (B : Module.End K W)
    [FiniteDimensional K (LinearMap.range B)] {r m : ℕ}
    (hr : finrank K (LinearMap.range B) ≤ r) (hA : Function.Injective (1 + B : Module.End K W))
    (hm : r + 1 ≤ m) (b x₀ x : W) : IsGMRESIterate (1 + B) b x₀ m x ↔ (1 + B) x = b := by
  obtain ⟨z, hz, hAz⟩ := exists_solution_low_rank B hr hA hm (b - (1 + B) x₀)
  -- the search space contains the exact solution x₀ + z
  have hsol : (1 + B) (x₀ + z) = b := by
    rw [map_add, hAz]
    abel
  have hmem : x₀ + z - x₀ ∈ krylov (1 + B) (b - (1 + B) x₀) m := by
    rwa [add_sub_cancel_left]
  constructor
  · rintro ⟨_, hmin⟩
    have h := hmin _ hmem
    rw [hsol, sub_self, norm_zero, norm_le_zero_iff, sub_eq_zero] at h
    exact h.symm
  · intro hx
    have hxz : x = x₀ + z := hA (hx.trans hsol.symm)
    refine ⟨by rw [hxz]; exact hmem, fun y _ => ?_⟩
    rw [hx, sub_self, norm_zero]
    exact norm_nonneg _
```

In GMRES without restarts or preconditioning the Arnoldi loop applies $A$ to the latest basis vector and orthogonalises the product against all basis vectors found so far, including the latest. With exact arithmetic a space of dimension at most $r+1$ holds at most $r+1$ orthonormal vectors, so the remainder vanishes after at most $r+1$ products; in floating point it need not be exactly zero, and codes usually stop on a residual tolerance. Neither the loop nor rounding is modelled in the Lean file.

## One Krylov vector can be too few for rank one

The map of the opening example is `shear K`: project $(a,b)\mapsto a$, then embed $a\mapsto(0,a)$.

```lean
/-- The map `(a, b) ↦ (0, a)` on the plane. -/
def shear (K : Type*) [Field K] : Module.End K (K × K) :=
  (LinearMap.inr K K K).comp (LinearMap.fst K K K)
```

The projection is onto, so the range is the line $\{(0,a)\}$, of dimension one. The map $(a,b)\mapsto(a,b+a)$ (`happ`) is injective by cancellation, and $(a,b-a)$ is a preimage of $(a,b)$. A vector of $\mathcal K_1(1+B,(1,0))$ is $(c,0)$ with $c\in K$, and $(1+B)(c,0)=(c,c)=(1,0)$ would need $1=c=0$. So order $r+1$ cannot in general be lowered to $r$ when $r=1$; sharpness is proved for this rank only.

```lean
/-- The map `B = shear K` has rank one and `1 + B` is bijective, but `(1 + B) x = (1, 0)` has no solution
in the Krylov space of order one. -/
theorem shear_sharp :
    finrank K (LinearMap.range (shear K)) = 1 ∧
      Function.Bijective (1 + shear K : Module.End K (K × K)) ∧
      ∀ x ∈ krylov (1 + shear K) ((1, 0) : K × K) 1, (1 + shear K) x ≠ (1, 0) := by
  have happ : ∀ a b : K, (1 + shear K) (a, b) = (a, b + a) := by
    intro a b
    simp [shear]
  refine ⟨?_, ⟨?_, ?_⟩, ?_⟩
  · have h : LinearMap.range (shear K) = LinearMap.range (LinearMap.inr K K K) :=
      LinearMap.range_comp_of_range_eq_top _
        (LinearMap.range_eq_top.mpr LinearMap.fst_surjective)
    rw [h, LinearMap.finrank_range_of_inj LinearMap.inr_injective, finrank_self]
  · rintro ⟨a, b⟩ ⟨c, d⟩ h
    rw [happ, happ, Prod.mk.injEq] at h
    obtain ⟨rfl, h2⟩ := h
    rw [add_right_cancel h2]
  · rintro ⟨a, b⟩
    exact ⟨(a, b - a), by rw [happ, sub_add_cancel]⟩
  · intro x hx h
    obtain ⟨c, hc⟩ := (Submodule.mem_span_range_iff_exists_fun K).mp hx
    have hx0 : x = (c 0, 0) := by
      rw [← hc]
      simp
    rw [hx0, happ, Prod.mk.injEq, zero_add] at h
    exact one_ne_zero (h.1.symm.trans h.2)

end LowRankKrylov
```

```lean
#print axioms LowRankKrylov.low_rank_krylov
#print axioms LowRankKrylov.gmres_exact
#print axioms LowRankKrylov.shear_sharp
```

```
'LowRankKrylov.low_rank_krylov' depends on axioms: [propext, Classical.choice, Quot.sound]
'LowRankKrylov.gmres_exact' depends on axioms: [propext, Classical.choice, Quot.sound]
'LowRankKrylov.shear_sharp' depends on axioms: [propext, Classical.choice, Quot.sound]
```
